# The current of a short Josephson channel is nearly sinusoidal when the thermal energy is large compared with the gap

A channel of transmission $1/2$ at phase difference $\pi/2$ has an Andreev level at $E=\sqrt3/2$ in units of the superconducting gap $\Delta$, and at temperature $T$, in the same units, it carries the current $\tanh(E/2T)/(4E)$ in units of $e\Delta/\hbar$. For large $T$ the hyperbolic tangent is close to its argument $E/2T$, so the energy cancels and $1/(8T)$ remains; since the energy is what distorts the current away from a sine, the same cancellation at every phase leaves a nearly sinusoidal current.

In Lean 4 with Mathlib:

```lean
import Mathlib

namespace HotJosephsonCurrent

noncomputable section

/-- Andreev bound-state energy, in units of the gap, of a channel with transmission `τ` at
phase difference `x`; the radicand is nonnegative for `τ ≤ 1`. -/
def andreevEnergy (τ x : ℝ) : ℝ := Real.sqrt (1 - τ * Real.sin (x / 2) ^ 2)

/-- Thermal Josephson current of one channel, in units of `eΔ/ħ`, at temperature `T` in units
of the gap; the domain is `T > 0` and `0 < τ < 1`. -/
def josephsonCurrent (τ T x : ℝ) : ℝ :=
  τ * Real.sin x * Real.tanh (andreevEnergy τ x / (2 * T)) / (2 * andreevEnergy τ x)

/-- The `n`-th Fourier sine coefficient of a current-phase relation over one period. -/
def sineHarmonic (f : ℝ → ℝ) (n : ℕ) : ℝ :=
  (∫ x in (-Real.pi)..Real.pi, f x * Real.sin (n * x)) / Real.pi

/-- A function that is differentiable on the whole real line, is zero at zero and has nonnegative
slope for nonnegative arguments is nonnegative there. -/
theorem nonneg_of_slope {f f' : ℝ → ℝ} (h0 : f 0 = 0) (hf : ∀ y, HasDerivAt f (f' y) y)
    (hp : ∀ y, 0 ≤ y → 0 ≤ f' y) {y : ℝ} (hy : 0 ≤ y) : 0 ≤ f y := by
  have hm : MonotoneOn f (Set.Ici 0) := by
    apply monotoneOn_of_deriv_nonneg (convex_Ici 0)
    · exact fun z _ => (hf z).continuousAt.continuousWithinAt
    · exact fun z _ => (hf z).differentiableAt.differentiableWithinAt
    · intro z hz
      rw [interior_Ici] at hz
      rw [(hf z).deriv]
      exact hp z (le_of_lt (Set.mem_Ioi.mp hz))
  have h := hm (Set.mem_Ici.mpr le_rfl) (Set.mem_Ici.mpr hy) hy
  rwa [h0] at h

/-- The slope of the hyperbolic tangent is `1 - tanh²`. -/
theorem tanh_slope (y : ℝ) : HasDerivAt Real.tanh (1 - Real.tanh y ^ 2) y := by
  have hc := (Real.cosh_pos y).ne'
  have h := (Real.hasDerivAt_sinh y).fun_div (Real.hasDerivAt_cosh y) hc
  have e : Real.tanh = fun z => Real.sinh z / Real.cosh z :=
    funext Real.tanh_eq_sinh_div_cosh
  rw [e]
  refine h.congr_deriv ?_
  show _ = 1 - (Real.sinh y / Real.cosh y) ^ 2
  rw [div_pow, eq_sub_iff_add_eq, ← add_div, div_eq_one_iff_eq (pow_ne_zero 2 hc)]
  ring

/-- For `y ≥ 0`, the hyperbolic tangent lies between `y - y³/3` and `y`. -/
theorem tanh_bounds {y : ℝ} (hy : 0 ≤ y) :
    y - y ^ 3 / 3 ≤ Real.tanh y ∧ Real.tanh y ≤ y := by
  have d3 (z : ℝ) : HasDerivAt (fun z : ℝ => z ^ 3) (3 * z ^ 2) z := by
    simpa using hasDerivAt_pow 3 z
  have h1 : ∀ z : ℝ, 0 ≤ z → 0 ≤ z - Real.tanh z := fun z hz =>
    nonneg_of_slope (f := fun z => z - Real.tanh z) (f' := fun z => Real.tanh z ^ 2)
      (by simp) (fun z => ((hasDerivAt_id' z).fun_sub (tanh_slope z)).congr_deriv (by ring))
      (fun z _ => sq_nonneg _) hz
  -- the upper bound controls the slope in the lower one
  have h2 : 0 ≤ Real.tanh y - (y - y ^ 3 / 3) :=
    nonneg_of_slope (f := fun z => Real.tanh z - (z - z ^ 3 / 3))
      (f' := fun z => z ^ 2 - Real.tanh z ^ 2) (by simp)
      (fun z => ((tanh_slope z).fun_sub
        ((hasDerivAt_id' z).fun_sub ((d3 z).div_const 3))).congr_deriv (by ring))
      (fun z hz => by
        have ht : 0 ≤ Real.tanh z := by
          rw [Real.tanh_eq_sinh_div_cosh]
          exact div_nonneg (Real.sinh_nonneg_iff.mpr hz) (Real.cosh_pos z).le
        exact sub_nonneg.mpr (pow_le_pow_left₀ ht (sub_nonneg.mp (h1 z hz)) 2)) hy
  exact ⟨sub_nonneg.mp h2, sub_nonneg.mp (h1 y hy)⟩

/-- For `0 < τ < 1` the Andreev energy is positive and at most the gap. -/
theorem andreevEnergy_bounds {τ : ℝ} (h0 : 0 < τ) (h1 : τ < 1) (x : ℝ) :
    0 < andreevEnergy τ x ∧ andreevEnergy τ x ≤ 1 := by
  have hs := mul_le_mul_of_nonneg_left (Real.sin_sq_le_one (x / 2)) h0.le
  have hn := mul_nonneg h0.le (sq_nonneg (Real.sin (x / 2)))
  exact ⟨Real.sqrt_pos.mpr (by linarith), Real.sqrt_le_iff.mpr ⟨zero_le_one, by linarith⟩⟩

/-- For `0 < τ < 1` and `T > 0`, the Josephson current differs from the sinusoidal current
`τ sin x / (4T)` by at most `τ |sin x| / (48 T³)`. -/
theorem current_near_sinusoidal {τ T : ℝ} (h0 : 0 < τ) (h1 : τ < 1) (hT : 0 < T) (x : ℝ) :
    |josephsonCurrent τ T x - τ * Real.sin x / (4 * T)| ≤
      τ * |Real.sin x| / (48 * T ^ 3) := by
  have e : josephsonCurrent τ T x - τ * Real.sin x / (4 * T) = τ * Real.sin x *
      (Real.tanh (andreevEnergy τ x / (2 * T)) / (2 * andreevEnergy τ x) - 1 / (4 * T)) := by
    unfold josephsonCurrent
    ring
  rw [e]
  obtain ⟨hE, hE1⟩ := andreevEnergy_bounds h0 h1 x
  generalize andreevEnergy τ x = E at hE hE1 ⊢
  obtain ⟨a, b⟩ := tanh_bounds (y := E / (2 * T)) (by positivity)
  have h2 : 0 < 2 * E := by positivity
  -- bounds on the thermal factor `tanh(E/2T)/(2E)`
  have lo : 1 / (4 * T) - E ^ 2 / (48 * T ^ 3) ≤ Real.tanh (E / (2 * T)) / (2 * E) :=
    (le_div_iff₀ h2).mpr (le_trans (le_of_eq (by ring)) a)
  have up : Real.tanh (E / (2 * T)) / (2 * E) ≤ 1 / (4 * T) :=
    (div_le_iff₀ h2).mpr (le_trans b (le_of_eq (by ring)))
  have hq : E ^ 2 / (48 * T ^ 3) ≤ 1 / (48 * T ^ 3) :=
    div_le_div_of_nonneg_right (pow_le_one₀ hE.le hE1) (by positivity)
  have hp : 0 ≤ 1 / (48 * T ^ 3) := by positivity
  have key : |Real.tanh (E / (2 * T)) / (2 * E) - 1 / (4 * T)| ≤ 1 / (48 * T ^ 3) :=
    abs_le.mpr ⟨by linarith, by linarith⟩
  rw [abs_mul, abs_mul, abs_of_pos h0]
  exact (mul_le_mul_of_nonneg_left key (by positivity)).trans (le_of_eq (by ring))

/-- The first harmonic is orthogonal over one period to every harmonic with `n ≥ 2`. -/
theorem harmonics_orthogonal {n : ℕ} (hn : 2 ≤ n) :
    ∫ x in (-Real.pi)..Real.pi, Real.sin x * Real.sin (n * x) = 0 := by
  have hn' : (2 : ℝ) ≤ n := by exact_mod_cast hn
  have ha : (n : ℝ) - 1 ≠ 0 := by linarith
  have hb : (n : ℝ) + 1 ≠ 0 := by linarith
  have q : ∀ a c : ℝ, a ≠ 0 → c * (a * 1) / (2 * a) = c / 2 := by
    intro a c h
    field_simp
  have hd : ∀ x : ℝ, HasDerivAt (fun y : ℝ => Real.sin (((n : ℝ) - 1) * y) / (2 * ((n : ℝ) - 1))
      - Real.sin (((n : ℝ) + 1) * y) / (2 * ((n : ℝ) + 1)))
      (Real.sin x * Real.sin (n * x)) x := by
    intro x
    refine ((((hasDerivAt_id' x).const_mul ((n : ℝ) - 1)).sin.div_const _).fun_sub
      (((hasDerivAt_id' x).const_mul ((n : ℝ) + 1)).sin.div_const _)).congr_deriv ?_
    rw [q _ _ ha, q _ _ hb, sub_mul, add_mul, one_mul, Real.cos_sub, Real.cos_add]
    ring
  have hc : Continuous (fun x : ℝ => Real.sin x * Real.sin (n * x)) := by fun_prop
  have s1 : Real.sin (((n : ℝ) - 1) * Real.pi) = 0 := by
    rw [sub_mul, one_mul, Real.sin_sub_pi, Real.sin_nat_mul_pi, neg_zero]
  have s2 : Real.sin (((n : ℝ) + 1) * Real.pi) = 0 := by
    rw [add_mul, one_mul, Real.sin_add_pi, Real.sin_nat_mul_pi, neg_zero]
  rw [intervalIntegral.integral_eq_sub_of_hasDerivAt (fun x _ => hd x)
    (hc.intervalIntegrable _ _)]
  simp only [mul_neg, Real.sin_neg, s1, s2, neg_zero, zero_div, sub_zero]

/-- For `0 < τ < 1` and `T > 0`, every Fourier sine coefficient of the Josephson current with
`n ≥ 2` is at most `τ / (24 T³)` in magnitude. -/
theorem higher_harmonics_hidden {τ T : ℝ} (h0 : 0 < τ) (h1 : τ < 1) (hT : 0 < T)
    {n : ℕ} (hn : 2 ≤ n) :
    |sineHarmonic (josephsonCurrent τ T) n| ≤ τ / (24 * T ^ 3) := by
  have hE : Continuous (fun x => andreevEnergy τ x) := by
    show Continuous (fun x => Real.sqrt (1 - τ * Real.sin (x / 2) ^ 2))
    fun_prop
  have ht : Continuous Real.tanh :=
    continuous_iff_continuousAt.mpr fun y => (tanh_slope y).continuousAt
  have hI : Continuous (fun x => josephsonCurrent τ T x) :=
    ((continuous_const.mul Real.continuous_sin).mul (ht.comp (hE.div_const _))).div
      (continuous_const.mul hE)
      (fun x => mul_ne_zero two_ne_zero (andreevEnergy_bounds h0 h1 x).1.ne')
  have hs : Continuous (fun x : ℝ => Real.sin (n * x)) := by fun_prop
  have hJ : Continuous (fun x : ℝ => josephsonCurrent τ T x * Real.sin (n * x)) := hI.mul hs
  have hc : Continuous (fun x : ℝ => τ / (4 * T) * (Real.sin x * Real.sin (n * x))) :=
    continuous_const.mul (Real.continuous_sin.mul hs)
  -- subtracting the sinusoidal current leaves the higher harmonics unchanged
  have e : ∫ x in (-Real.pi)..Real.pi, josephsonCurrent τ T x * Real.sin (n * x) =
      ∫ x in (-Real.pi)..Real.pi,
        (josephsonCurrent τ T x - τ * Real.sin x / (4 * T)) * Real.sin (n * x) := by
    have h := intervalIntegral.integral_sub (hJ.intervalIntegrable
      (μ := MeasureTheory.volume) (-Real.pi) Real.pi) (hc.intervalIntegrable (-Real.pi) Real.pi)
    rw [intervalIntegral.integral_const_mul, harmonics_orthogonal hn, mul_zero, sub_zero] at h
    refine h.symm.trans ?_
    congr 1
    funext x
    ring
  have hb := intervalIntegral.norm_integral_le_of_norm_le_const
    (a := -Real.pi) (b := Real.pi) (C := τ / (48 * T ^ 3))
    (f := fun x => (josephsonCurrent τ T x - τ * Real.sin x / (4 * T)) * Real.sin (n * x))
    (fun x _ => by
      rw [Real.norm_eq_abs, abs_mul]
      refine (mul_le_mul (current_near_sinusoidal h0 h1 hT x) (Real.abs_sin_le_one _)
        (abs_nonneg _) (by positivity)).trans ?_
      rw [mul_one]
      exact div_le_div_of_nonneg_right
        (mul_le_of_le_one_right h0.le (Real.abs_sin_le_one x)) (by positivity))
  have hw : |Real.pi - -Real.pi| = 2 * Real.pi := by
    rw [sub_neg_eq_add, ← two_mul, abs_of_pos Real.two_pi_pos]
  rw [hw, Real.norm_eq_abs] at hb
  unfold sineHarmonic
  rw [e, abs_div, abs_of_pos Real.pi_pos, div_le_iff₀ Real.pi_pos]
  exact hb.trans (le_of_eq (by ring))

end

end HotJosephsonCurrent
```

```lean
#print axioms HotJosephsonCurrent.current_near_sinusoidal
-- 'HotJosephsonCurrent.current_near_sinusoidal' depends on axioms: [propext, Classical.choice, Quot.sound]
#print axioms HotJosephsonCurrent.higher_harmonics_hidden
-- 'HotJosephsonCurrent.higher_harmonics_hidden' depends on axioms: [propext, Classical.choice, Quot.sound]
```

## The two bounds in words

Let $\tau$ be the transmission of the channel and $x$ the phase difference between the two superconductors. The file defines the Andreev energy and the current by

$$E(x)=\sqrt{1-\tau\sin^2(x/2)},\qquad I(x)=\frac{\tau\sin x\,\tanh\big(E(x)/2T\big)}{2E(x)} .$$

These are `andreevEnergy τ x` and `josephsonCurrent τ T x`. The theorem `current_near_sinusoidal` says that for $0<\tau<1$, $T>0$ and every real $x$,

$$\left|I(x)-\frac{\tau\sin x}{4T}\right|\le\frac{\tau|\sin x|}{48T^3}.$$

The bound is pointwise in the phase and holds at every positive temperature. Relative to the sinusoidal term the permitted error is $1/(12T^2)$, which is about 8% at $T=1$ and about 2% at $T=2$. Below $T=1/\sqrt{12}\approx0.29$ the permitted error exceeds the sinusoidal term itself, and the inequality says little.

The second theorem, `higher_harmonics_hidden`, concerns the Fourier sine coefficients

$$b_n=\frac1\pi\int_{-\pi}^{\pi}I(x)\sin(nx)\,dx ,$$

written `sineHarmonic (josephsonCurrent τ T) n`. It says that $|b_n|\le\tau/(24T^3)$ for every integer $n\ge2$. Compared with the sinusoidal amplitude $\tau/(4T)$, this allows each higher harmonic a fraction of at most $1/(6T^2)$. At large $T$ the higher harmonics are therefore small compared with the sinusoidal amplitude, though the bound does not say that they vanish. Sine coefficients are enough to describe the current, because $E$ is even in $x$ and $I$ is therefore odd.

## What the formula for the current stands for

The current formula is a definition here and is not derived from a scattering problem. It describes a short junction with one spin-degenerate channel, whose phase-dependent current is carried by a pair of Andreev levels at $\pm E$. The factor $\tau\sin x/(2E)$ equals $-2\,dE/dx$, the current of the lower level in units of $e\Delta/\hbar$. The factor $\tanh(E/2T)$ is the difference between the thermal occupations of the lower and the upper level. Heating makes the two occupations more equal, and since the levels carry opposite currents, the total falls.

The variable `T` is the ratio $k_BT_{\rm el}/\Delta$, where $T_{\rm el}$ is the electronic temperature. The gap enters only as a unit. In a conventional superconductor the gap shrinks on heating and closes at the critical temperature, so values such as $T=1$ or $T=2$ are reached only near that temperature. The inequality applies at each temperature with the gap found there, but the powers of $T$ then do not describe the temperature dependence in laboratory units by themselves.

The condition $\tau<1$ keeps the level away from zero energy. At $\tau=1$ and $x=\pi$ the energy would vanish and the formula would read $0/0$. Long junctions, nonequilibrium occupations and interactions lie beyond this model.

For a single short channel in thermal equilibrium, the result bears on how a measured or simulated current-phase relation is interpreted: at high temperature a nearly sinusoidal curve does not by itself indicate a low transmission, since the bound holds for all $\tau$ between 0 and 1.

## Bounding the hyperbolic tangent

The cancellation of the energy needs an error estimate, which comes from comparing slopes. A function that vanishes at zero and has nonnegative slope for $z\ge0$ is nonnegative there. This is `nonneg_of_slope`, which obtains monotonicity on the half-line from the sign of the derivative. The slope of the hyperbolic tangent follows from the quotient rule applied to $\sinh z/\cosh z$:

$$\frac{d}{dz}\tanh z=\frac{\cosh^2z-\sinh^2z}{\cosh^2z}=1-\tanh^2z ,$$

which is `tanh_slope`.

The lemma `tanh_bounds` uses the comparison twice. First,

$$\frac{d}{dz}\,(z-\tanh z)=\tanh^2z\ge0 ,$$

so $\tanh z\le z$ for $z\ge0$. Second,

$$\frac{d}{dz}\left(\tanh z-z+\frac{z^3}{3}\right)=z^2-\tanh^2z\ge0 ,$$

where the sign follows from $0\le\tanh z\le z$, the bound just obtained. Together, for $y\ge0$,

$$y-\frac{y^3}{3}\le\tanh y\le y .$$

In the code the two comparisons are `h1` and `h2`.

## From the tangent to the current

Since $0\le\sin^2(x/2)\le1$, the energy satisfies $0<1-\tau\le E^2\le1$, and hence $0<E\le1$. This is `andreevEnergy_bounds`.

Now put $y=E/(2T)$ and divide the bounds on $\tanh y$ by $2E$, which is positive. The linear term becomes

$$\frac{1}{2E}\cdot\frac{E}{2T}=\frac1{4T},$$

and the cubic term becomes

$$\frac1{2E}\cdot\frac{E^3}{24T^3}=\frac{E^2}{48T^3}.$$

Therefore

$$\frac1{4T}-\frac{E^2}{48T^3}\le\frac{\tanh(E/2T)}{2E}\le\frac1{4T}.$$

Because $E^2\le1$, the thermal factor in the middle differs from $1/(4T)$ by at most $1/(48T^3)$. Multiplying by $\tau|\sin x|$ gives the first theorem.

The proof of `current_near_sinusoidal` takes the same path. It first factors $\tau\sin x$ out of the difference. The `generalize` step then replaces the Andreev energy by a plain number $E$ with $0<E\le1$, so the phase dependence of the energy plays no further part. The statements `lo` and `up` are the two sides of the last display, `hq` inserts $E^2\le1$, and `key` is the resulting bound on the thermal factor.

## From the current to its harmonics

For $n\ge2$ the product formula for sines gives

$$\sin x\sin(nx)=\frac{\cos((n-1)x)-\cos((n+1)x)}2 .$$

An antiderivative is

$$\frac{\sin((n-1)x)}{2(n-1)}-\frac{\sin((n+1)x)}{2(n+1)},$$

which vanishes at $x=\pm\pi$. The integral of $\sin x\sin(nx)$ over the period is therefore zero. The lemma `harmonics_orthogonal` does precisely this: `hd` verifies the antiderivative, `s1` and `s2` give its values at the end of the interval, and the fundamental theorem of calculus finishes the argument.

The sinusoidal current can therefore be subtracted without changing $b_n$:

$$b_n=\frac1\pi\int_{-\pi}^{\pi}\left(I(x)-\frac{\tau\sin x}{4T}\right)\sin(nx)\,dx .$$

By the first theorem, together with $|\sin x|\le1$ and $|\sin(nx)|\le1$, the integrand is at most $\tau/(48T^3)$ in magnitude. The interval has length $2\pi$, so

$$|b_n|\le\frac1\pi\cdot2\pi\cdot\frac{\tau}{48T^3}=\frac{\tau}{24T^3}.$$

In `higher_harmonics_hidden` the subtraction is the equation `e`. Splitting the integral requires integrable functions, which is why the proof first establishes that the current is continuous; positivity of $E$ enters there, since the current has $E$ in its denominator. The estimate `hb` bounds the integral by the largest permitted integrand times the length of the interval, and the last lines divide by $\pi$.

## The first harmonic does not obey the second bound

The condition $n\ge2$ excludes the first harmonic, which dominates at large $T$. Take $n=1$ and $T=1$, with any $\tau$ between 0 and 1. By the first theorem the current differs from $\tau\sin x/4$ by at most $\tau|\sin x|/48$. Multiplying by $\sin x$, integrating over the period and using $\frac1\pi\int_{-\pi}^{\pi}\sin^2x\,dx=1$ gives

$$b_1\ge\frac\tau4-\frac\tau{48}=\frac{11\tau}{48}.$$

The bound for the higher harmonics would require $b_1\le\tau/24=2\tau/48$, which is false. The example rules out $n=1$ only: for $n=0$ the sine coefficient is zero and the inequality holds trivially.
